# A linearly driven carrier with one relaxation time has its cyclotron resonance peak at nonzero field exactly when $3(\omega\tau)^2>1$

Drive a charged carrier with a force that oscillates along a fixed line at angular frequency $\omega$, let friction relax its velocity in a time $\tau$, and sweep a static magnetic field perpendicular to that line. Write $w=\omega\tau>0$ and $c=\omega_c\tau\ge 0$, where $\omega_c$ is the cyclotron frequency, which is proportional to the magnetic field. The absorbed power is proportional to

$$A(c)=\frac{1}{1+(w-c)^2}+\frac{1}{1+(w+c)^2}.$$

At $w=\tfrac12$, $A(0)=\tfrac85$ but $A(\tfrac12)=\tfrac32$: setting the cyclotron frequency equal to the drive frequency lowers the absorption. At $w=1$, $A(0)=1$ and $A(1)=\tfrac65$: now it raises it. As $c$ leaves zero, one Lorentzian moves towards its centre and the other away. For small $c$ the gain exceeds the loss if $1/(1+x^2)$ is convex at $x=w$, that is if $3w^2>1$, and falls short of it if $3w^2<1$. The factorisation below turns this local comparison into a statement about all $c\ge0$.

```lean
import Mathlib

open Set

namespace CyclotronResonance

noncomputable section
```

## Friction with a single relaxation time

With time dependence $e^{-i\omega t}$, force amplitude $F$ along $x$ and mass $m$, the equations of motion are

$$(1/\tau-i\omega)v_x=F/m+\omega_c v_y,\qquad (1/\tau-i\omega)v_y=-\omega_c v_x .$$

Multiplying by $\tau$ and measuring velocity in units of $F\tau/m$ gives the two equations in `IsSteadyDrift`. The amplitudes are complex numbers; `w` and `c` are real.

```lean
/-- Steady complex velocity amplitudes of a carrier with friction in a magnetic field, driven
along x by a unit oscillating field; `w` is frequency and `c` cyclotron frequency, both times
the relaxation time. -/
def IsSteadyDrift (w c : ℝ) (vx vy : ℂ) : Prop :=
  (1 - Complex.I * w) * vx = 1 + c * vy ∧ (1 - Complex.I * w) * vy = -(c * vx)
```

The 1 in $1-iw$ is the friction. It stands for scattering that relaxes every carrier at the same rate, and it is postulated, as is the steady oscillation: no transient is treated. Without friction the equations can fail to have a solution. At $w=c=1$ they would read $-iv_x=1+v_y$ and $-iv_y=-v_x$; the second gives $v_x=iv_y$, and the first then becomes $v_y=1+v_y$.

By hand, add $\pm i$ times the second equation to the first. The circular combinations decouple:

$$(1-i(w-c))(v_x+iv_y)=1,\qquad (1-i(w+c))(v_x-iv_y)=1 .$$

Each is $1/(1-id)$ at its own detuning $d=w\mp c$, which is `response`. Half the sum gives $v_x$. Since $1/(1-id)=(1+id)/(1+d^2)$ has real part $1/(1+d^2)$, it follows that $\operatorname{Re}v_x=A(c)/2$. For real $F$, the mean power per carrier is therefore $F^2\tau A(c)/(4m)$.

```lean
/-- Complex response of one circular component at real detuning `d`, in units of the inverse
relaxation time. -/
def response (d : ℝ) : ℂ := 1 / (1 - Complex.I * d)

/-- The absorption line shape: a Lorentzian for each sense of circular polarisation. -/
def absorption (w c : ℝ) : ℝ := 1 / (1 + (w - c) ^ 2) + 1 / (1 + (w + c) ^ 2)
```

Friction enters the proof in `response_mul`: the denominator has real part 1, so it is not zero.

```lean
/-- The circular response solves the relaxation equation with unit drive. -/
theorem response_mul (d : ℝ) : (1 - Complex.I * d) * response d = 1 := by
  have h : (1 - Complex.I * (d : ℂ)) ≠ 0 := by
    intro h
    have h' := congrArg Complex.re h
    simp at h'
  exact mul_one_div_cancel h
```

The next theorem says that the equations hold if and only if $v_x$ and $v_y$ are the stated superpositions, so a steady solution exists and is unique. In the forward direction, `h1` and `h2` are the two decoupled equations solved for the circular amplitudes; the multiples of the known equations that have to be added are written out after `linear_combination`, which checks that they give the claim. The reverse direction substitutes the solution back.

```lean
/-- The equations of motion have exactly one steady solution, a superposition of the two
circular responses. -/
theorem isSteadyDrift_iff (w c : ℝ) (vx vy : ℂ) :
    IsSteadyDrift w c vx vy ↔
      vx = (response (w - c) + response (w + c)) / 2 ∧
      vy = Complex.I * (response (w + c) - response (w - c)) / 2 := by
  have hp := response_mul (w - c)
  have hq := response_mul (w + c)
  rw [Complex.ofReal_sub] at hp
  rw [Complex.ofReal_add] at hq
  constructor
  · rintro ⟨e1, e2⟩
    -- the circular combinations decouple
    have h1 : vx + Complex.I * vy = response (w - c) := by
      linear_combination (-(vx + Complex.I * vy)) * hp
        + response (w - c) * (e1 + Complex.I * e2 + c * vy * Complex.I_sq)
    have h2 : vx - Complex.I * vy = response (w + c) := by
      linear_combination (-(vx - Complex.I * vy)) * hq
        + response (w + c) * (e1 - Complex.I * e2 + c * vy * Complex.I_sq)
    constructor
    · linear_combination (h1 + h2) / 2
    · linear_combination (-Complex.I / 2) * (h1 - h2) + vy * Complex.I_sq
  · rintro ⟨rfl, rfl⟩
    constructor
    · linear_combination (hp + hq) / 2
    · linear_combination (Complex.I / 2) * (hq - hp)
        + (c * (response (w - c) + response (w + c)) / 2) * Complex.I_sq
```

`inPhase_velocity` takes real and imaginary parts of $(1-id)\,\texttt{response}(d)=1$, eliminates the imaginary part to get the Lorentzian, and adds the two detunings.

```lean
/-- The part of the steady velocity along the drive and in phase with it is half the
absorption line shape. -/
theorem inPhase_velocity {w c : ℝ} {vx vy : ℂ} (h : IsSteadyDrift w c vx vy) :
    vx.re = absorption w c / 2 := by
  have hre : ∀ d : ℝ, (response d).re = 1 / (1 + d ^ 2) := by
    intro d
    have h1 := congrArg Complex.re (response_mul d)
    have h2 := congrArg Complex.im (response_mul d)
    simp only [Complex.mul_re, Complex.mul_im, Complex.sub_re, Complex.sub_im, Complex.one_re,
      Complex.one_im, Complex.I_re, Complex.I_im, Complex.ofReal_re, Complex.ofReal_im] at h1 h2
    have hd : 1 + d ^ 2 ≠ 0 := by positivity
    rw [eq_div_iff hd]
    linear_combination h1 - d * h2
  have h2 : 2 * vx = response (w - c) + response (w + c) := by
    linear_combination 2 * ((isSteadyDrift_iff w c vx vy).mp h).1
  have h3 := congrArg Complex.re h2
  simp only [Complex.mul_re, Complex.add_re, Complex.re_ofNat, Complex.im_ofNat, hre] at h3
  unfold absorption
  linarith
```

## Cyclotron frequencies counted from zero upwards

The condition $c\ge0$, written `Ici 0` in Lean, fixes the sense of rotation. Reversing the field changes the sign of $c$ and leaves $A$ unchanged. On the whole real line $A$ could therefore not be strictly decreasing, and a peak at $p>0$ would have a twin at $-p$.

By hand, put $u=1+w^2+c^2$ and $K=4w^2(1+w^2)$. The numerators add to $2u$, and the product of the denominators is

$$(u-2wc)(u+2wc)=u^2-4w^2c^2=u^2-4w^2u+K .$$

For a second cyclotron frequency $d\ge0$ (from here on $d$ is no longer a detuning), let $v=1+w^2+d^2$. Cross-multiplying, the terms in $4w^2uv$ cancel and leave

$$A(c)-A(d)=\frac{2(d^2-c^2)(uv-K)}{(\text{positive})}.$$

For $0\le c<d$ the first factor is positive, which is where the condition is used. Only the sign of $uv-K$ remains to be found.

```lean
/-- The two Lorentzians over a common denominator. -/
theorem absorption_eq (w c : ℝ) : absorption w c =
    2 * (1 + w ^ 2 + c ^ 2) / ((1 + (w - c) ^ 2) * (1 + (w + c) ^ 2)) := by
  have h1 : 1 + (w - c) ^ 2 ≠ 0 := by positivity
  have h2 : 1 + (w + c) ^ 2 ≠ 0 := by positivity
  rw [absorption, div_add_div _ _ h1 h2]
  congr 1
  ring

/-- The difference of the absorption at two cyclotron frequencies, in factored form. -/
theorem absorption_sub (w c d : ℝ) : absorption w c - absorption w d =
    2 * (d ^ 2 - c ^ 2) *
      ((1 + w ^ 2 + c ^ 2) * (1 + w ^ 2 + d ^ 2) - 4 * w ^ 2 * (1 + w ^ 2)) /
      (((1 + (w - c) ^ 2) * (1 + (w + c) ^ 2)) * ((1 + (w - d) ^ 2) * (1 + (w + d) ^ 2))) := by
  have h1 : (1 + (w - c) ^ 2) * (1 + (w + c) ^ 2) ≠ 0 := by positivity
  have h2 : (1 + (w - d) ^ 2) * (1 + (w + d) ^ 2) ≠ 0 := by positivity
  rw [absorption_eq, absorption_eq, div_sub_div _ _ h1 h2]
  congr 1
  ring
```

Both identities hold for all real arguments. In the proofs, `positivity` shows that the denominators are nonzero, and `ring` checks the numerators.

## Strong damping: $3w^2\le 1$

Here the carrier scatters before it completes much of a drive cycle. Expanding,

$$uv-K=(1+w^2)(1-3w^2)+(1+w^2)(c^2+d^2)+c^2d^2 .$$

The first term is nonnegative by hypothesis, and $(1+w^2)d^2>0$ because $d>c\ge0$. So $A(c)>A(d)$, and the absorption is largest at zero field. The opening values at $w=1$ show that this fails when the hypothesis is removed.

```lean
/-- For `3 w² ≤ 1` the absorption falls strictly as the cyclotron frequency grows from zero. -/
theorem absorption_strictAntiOn {w : ℝ} (h : 3 * w ^ 2 ≤ 1) :
    StrictAntiOn (absorption w) (Ici 0) := by
  intro c hc d _ hcd
  have hc0 : 0 ≤ c := hc
  have hd0 : 0 < d := lt_of_le_of_lt hc0 hcd
  have hsq : c ^ 2 < d ^ 2 := by nlinarith
  have h1 : 0 ≤ (1 + w ^ 2) * (1 - 3 * w ^ 2) := mul_nonneg (by positivity) (by linarith)
  have h2 : 0 < (1 + w ^ 2) * d ^ 2 := by positivity
  have h3 : 0 ≤ (1 + w ^ 2) * c ^ 2 := by positivity
  have h4 : 0 ≤ c ^ 2 * d ^ 2 := by positivity
  have hpos := absorption_sub w c d
  have : 0 < absorption w c - absorption w d := by
    rw [hpos]
    exact div_pos (mul_pos (by linarith) (by nlinarith)) (by positivity)
  linarith
```

The facts `h1` to `h4` are the signs of these terms, and `nlinarith` assembles them. The sign of $w$ plays no part.

## A cyclotron frequency that satisfies the resonance condition

Suppose now that some $p\ge0$ satisfies

$$p^2=2w\sqrt{1+w^2}-1-w^2 .$$

Then $1+w^2+p^2=2w\sqrt{1+w^2}$, whose square is $K$. This is the point where $uv-K$ vanishes for coinciding arguments.

- If $0\le c<d\le p$, then $uv<v^2\le K$, so $A(c)<A(d)$.
- If $p\le c<d$, then $uv>u^2\ge K$, so $A(c)>A(d)$.

```lean
/-- If `p ≥ 0` satisfies the resonance condition, the absorption rises strictly up to `p` and
falls strictly beyond it. -/
theorem absorption_rise_fall {w p : ℝ} (hp0 : 0 ≤ p)
    (hp : p ^ 2 = 2 * w * √(1 + w ^ 2) - 1 - w ^ 2) :
    StrictMonoOn (absorption w) (Icc 0 p) ∧ StrictAntiOn (absorption w) (Ici p) := by
  have hs : √(1 + w ^ 2) ^ 2 = 1 + w ^ 2 := Real.sq_sqrt (by positivity)
  -- the second factor of the difference vanishes when both arguments equal p
  have hK : (1 + w ^ 2 + p ^ 2) * (1 + w ^ 2 + p ^ 2) = 4 * w ^ 2 * (1 + w ^ 2) := by
    linear_combination (1 + w ^ 2 + p ^ 2 + 2 * w * √(1 + w ^ 2)) * hp + 4 * w ^ 2 * hs
  constructor
  · intro c hc d hd hcd
    have hc0 : 0 ≤ c := hc.1
    have hdp : d ≤ p := hd.2
    have hsq : c ^ 2 < d ^ 2 := by nlinarith
    have hsq' : d ^ 2 ≤ p ^ 2 := by nlinarith
    have hv : 0 < 1 + w ^ 2 + d ^ 2 := by positivity
    have h1 : (1 + w ^ 2 + c ^ 2) * (1 + w ^ 2 + d ^ 2)
        < (1 + w ^ 2 + d ^ 2) * (1 + w ^ 2 + d ^ 2) :=
      mul_lt_mul_of_pos_right (by linarith) hv
    have h2 := mul_self_le_mul_self hv.le
      (show 1 + w ^ 2 + d ^ 2 ≤ 1 + w ^ 2 + p ^ 2 by linarith)
    have : absorption w c - absorption w d < 0 := by
      rw [absorption_sub]
      exact div_neg_of_neg_of_pos
        (mul_neg_of_pos_of_neg (by linarith) (by linarith)) (by positivity)
    linarith
  · intro c hc d _ hcd
    have hpc : p ≤ c := hc
    have hsq : c ^ 2 < d ^ 2 := by nlinarith
    have hsq' : p ^ 2 ≤ c ^ 2 := by nlinarith
    have hu : 0 < 1 + w ^ 2 + c ^ 2 := by positivity
    have h1 : (1 + w ^ 2 + c ^ 2) * (1 + w ^ 2 + c ^ 2)
        < (1 + w ^ 2 + c ^ 2) * (1 + w ^ 2 + d ^ 2) :=
      mul_lt_mul_of_pos_left (by linarith) hu
    have h2 := mul_self_le_mul_self (show 0 ≤ 1 + w ^ 2 + p ^ 2 by positivity)
      (show 1 + w ^ 2 + p ^ 2 ≤ 1 + w ^ 2 + c ^ 2 by linarith)
    have : 0 < absorption w c - absorption w d := by
      rw [absorption_sub]
      exact div_pos (mul_pos (by linarith) (by linarith)) (by positivity)
    linarith
```

In the proof, `hK` is the squared condition, and in each half `h1` and `h2` are the two inequalities of the corresponding line above. At $3w^2=1$ with $w>0$ the condition gives $p=0$, and the rising interval shrinks to a point. For smaller positive $w$ no $p$ satisfies it: at $w=\tfrac12$ the right-hand side is negative.

## Weak damping and a positive drive frequency

The hypothesis $3w^2>1$ says that the velocity relaxes slowly enough, compared with the drive period, for the maximum to move away from zero field. With $w>0$, it gives $4w^2>1+w^2$, hence $2w>\sqrt{1+w^2}$, and multiplying by the root gives

$$2w\sqrt{1+w^2}-1-w^2>0 .$$

So a positive $p$ exists, and the rise and fall around it make it the only maximum.

Positivity of $w$ is needed for taking the root. At $w=-1$ the function $A$ is the same as at $w=1$ and has the same peak, but the formula gives $-2\sqrt2-2$, which is no square of a real number.

```lean
/-- Let `w > 0` and consider only cyclotron frequencies `c ≥ 0`. For `3 w² ≤ 1` the absorption is
strictly decreasing in `c`; for `3 w² > 1` it is maximal at exactly one `c`, which is positive and
whose square is given by the stated formula. -/
theorem cyclotron_resonance_peak {w : ℝ} (hw : 0 < w) :
    (3 * w ^ 2 ≤ 1 → StrictAntiOn (absorption w) (Ici 0)) ∧
    (1 < 3 * w ^ 2 → 0 < 2 * w * √(1 + w ^ 2) - 1 - w ^ 2 ∧
      ∀ c : ℝ, 0 ≤ c → (IsMaxOn (absorption w) (Ici 0) c ↔
        c ^ 2 = 2 * w * √(1 + w ^ 2) - 1 - w ^ 2)) := by
  refine ⟨absorption_strictAntiOn, fun h => ?_⟩
  have hs : √(1 + w ^ 2) ^ 2 = 1 + w ^ 2 := Real.sq_sqrt (by positivity)
  have hs0 : 0 < √(1 + w ^ 2) := Real.sqrt_pos.mpr (by positivity)
  have hlt : √(1 + w ^ 2) < 2 * w := by
    by_contra hn
    have hn' := not_lt.mp hn
    nlinarith
  have hQ : 0 < 2 * w * √(1 + w ^ 2) - 1 - w ^ 2 := by
    have := mul_pos hs0 (sub_pos.mpr hlt)
    nlinarith
  refine ⟨hQ, fun c hc => ⟨fun hmax => ?_, fun hc2 => ?_⟩⟩
  · -- any maximiser must coincide with the resonance p
    obtain ⟨p, hp0, hp⟩ : ∃ p : ℝ, 0 ≤ p ∧ p ^ 2 = 2 * w * √(1 + w ^ 2) - 1 - w ^ 2 :=
      ⟨_, Real.sqrt_nonneg _, Real.sq_sqrt hQ.le⟩
    obtain ⟨hr, hf⟩ := absorption_rise_fall hp0 hp
    have hle := isMaxOn_iff.mp hmax p hp0
    rcases lt_trichotomy c p with hcp | hcp | hcp
    · exact absurd (hr ⟨hc, hcp.le⟩ ⟨hp0, le_rfl⟩ hcp) (not_lt_of_ge hle)
    · rw [hcp, hp]
    · exact absurd (hf (mem_Ici.mpr le_rfl) (mem_Ici.mpr hcp.le) hcp) (not_lt_of_ge hle)
  · obtain ⟨hr, hf⟩ := absorption_rise_fall hc hc2
    refine isMaxOn_iff.mpr fun d hd => ?_
    rcases le_total d c with hdc | hdc
    · exact hr.monotoneOn ⟨hd, hdc⟩ ⟨hc, le_rfl⟩ hdc
    · exact hf.antitoneOn (mem_Ici.mpr le_rfl) (mem_Ici.mpr hdc) hdc
```

`IsMaxOn (absorption w) (Ici 0) c` says that $A(d)\le A(c)$ for every $d\ge0$. The equivalence states that, among $c\ge0$, this happens exactly when $c^2$ has the given value. In the proof, `hlt` is the inequality $\sqrt{1+w^2}<2w$ and `hQ` the positivity. A maximiser on either side of $p$ would contradict the strict rise or the strict fall; conversely, rise and fall together bound $A(d)$ by the value at the peak.

For the height, write $s=\sqrt{1+w^2}$. At the peak $u=2ws$, and the denominator is $2K-8w^3s=8w^2s(s-w)$. Since $(s-w)(s+w)=1$,

$$A=\frac{4ws}{8w^2s(s-w)}=\frac{w+s}{2w}.$$

```lean
/-- The height of the absorption line at the resonance. -/
theorem absorption_peak_height {w c : ℝ} (hw : 0 < w)
    (hc : c ^ 2 = 2 * w * √(1 + w ^ 2) - 1 - w ^ 2) :
    absorption w c = (w + √(1 + w ^ 2)) / (2 * w) := by
  have hs : √(1 + w ^ 2) ^ 2 = 1 + w ^ 2 := Real.sq_sqrt (by positivity)
  have hu : 1 + w ^ 2 + c ^ 2 = 2 * w * √(1 + w ^ 2) := by linarith
  have hP : (1 + (w - c) ^ 2) * (1 + (w + c) ^ 2)
      = 8 * w ^ 2 * √(1 + w ^ 2) * (√(1 + w ^ 2) - w) := by
    linear_combination (1 + w ^ 2 + c ^ 2 + 2 * w * √(1 + w ^ 2)) * hu - 4 * w ^ 2 * (hc + hs)
  have h1 : (1 + (w - c) ^ 2) * (1 + (w + c) ^ 2) ≠ 0 := by positivity
  have h2 : 2 * w ≠ 0 := by positivity
  rw [absorption_eq, div_eq_div_iff h1 h2, hP, hu]
  linear_combination (-8 * w ^ 2 * √(1 + w ^ 2)) * hs

end

end CyclotronResonance
```

In the Lean proof `hP` is this denominator. The hypothesis `hw` serves to make $2w$ nonzero; the resonance condition would already force $w>0$, since its right-hand side is negative otherwise.

```lean
#print axioms CyclotronResonance.inPhase_velocity
#print axioms CyclotronResonance.cyclotron_resonance_peak
#print axioms CyclotronResonance.absorption_peak_height
```

```
'CyclotronResonance.inPhase_velocity' depends on axioms: [propext, Classical.choice, Quot.sound]
'CyclotronResonance.cyclotron_resonance_peak' depends on axioms: [propext, Classical.choice, Quot.sound]
'CyclotronResonance.absorption_peak_height' depends on axioms: [propext, Classical.choice, Quot.sound]
```

## Reading an effective mass from a field sweep

For non-interacting carriers with one isotropic mass and one relaxation time, the result bears on how a cyclotron mass taken from a field sweep is compared with one from a band-structure calculation. The peak does not sit at $\omega_c=\omega$, because

$$p^2=w^2-\bigl(\sqrt{1+w^2}-w\bigr)^2<w^2 .$$

At $w=1$, $p\approx0.910$, so a mass obtained by setting $\omega_c=\omega$ at the peak field comes out about 9% too small. The model leaves out anisotropic bands, energy-dependent scattering and the screening of the drive inside the sample, and the peak formula applies to sweeps of the field at fixed frequency.

In code, the peak position is a branch: return 0 if $3w^2\le1$, and otherwise the square root of

$$\frac{s(3w^2-1)}{2w+s},\qquad s=\sqrt{1+w^2},$$

which equals $2ws-1-w^2$. This form keeps rounding just above the threshold from producing the square root of a negative number.
